# The two-state ground state turns ionic inside R = 1/(I − A) and neutral outside as the coupling vanishes

Let two atoms at separation \(R>0\) be described by two orthonormal configurations, one neutral and one ionic. With \(I\) the ionization energy of the donor atom, \(A\) the electron affinity of the acceptor and \(t\) a real coupling, the Hamiltonian in atomic units is

\[
H=\begin{pmatrix}0&t\\ t&D\end{pmatrix},\qquad D=I-A-\frac1R,\qquad I>A .
\]

For \(t\neq0\) every normalized ground state has ionic weight \(\tfrac12\bigl(1-D/\sqrt{D^2+4t^2}\bigr)\). As \(t\to0\) at fixed \(R\), this weight tends to 1 if \(R<1/(I-A)\) and to 0 if \(R>1/(I-A)\).

## Energies and states

Here \(I\) is the ionization energy of the donor atom, \(A\) the electron affinity of the acceptor, and \(t\) the matrix element of the Hamiltonian between the neutral and the ionic configuration. The condition \(I>A\) says that at infinite separation the neutral atoms lie below the ions. It is assumed.

```lean
import Mathlib

open Matrix Filter Topology

namespace IonicNeutralDissociation

noncomputable section
```

In atomic units, making the ion pair costs \(I-A\) and returns the Coulomb attraction \(1/R\). Polarization and short-range repulsion are left out.

```lean
/-- Energy of the ion pair at separation `R` relative to the neutral atoms, in atomic units:
ionization energy minus electron affinity minus the Coulomb attraction. -/
def ionicGap (I A R : ℝ) : ℝ := I - A - 1 / R
```

The basis is orthonormal. Index 0 is the neutral configuration, whose energy is the zero of the scale, and index 1 is the ionic one.

```lean
/-- Two-state Hamiltonian in the basis (neutral, ionic) with gap `D` and coupling `t`. -/
def twoState (D t : ℝ) : Matrix (Fin 2) (Fin 2) ℝ := !![0, t; t, D]
```

A state is a real vector \(v=(v_0,v_1)\). When it is normalized, its energy is \(v^{T}Hv\). Real amplitudes suffice for the ground state of a real symmetric matrix.

```lean
/-- The quadratic form of the Hamiltonian at `v`, which is the energy expectation value when `v` is
normalized. -/
def energy (D t : ℝ) (v : Fin 2 → ℝ) : ℝ := v ⬝ᵥ (twoState D t *ᵥ v)
```

A ground state is defined variationally: it is normalized, and no normalized state has lower energy. The eigenvalue equation is not part of the definition and is derived below.

```lean
/-- A ground state is a normalized state of least energy among all normalized states. -/
def IsGroundState (D t : ℝ) (v : Fin 2 → ℝ) : Prop :=
  v 0 ^ 2 + v 1 ^ 2 = 1 ∧ ∀ w : Fin 2 → ℝ, w 0 ^ 2 + w 1 ^ 2 = 1 → energy D t v ≤ energy D t w
```

The candidate for the lowest energy is the lower root of \(E^2-DE-t^2=0\). With \(s=\sqrt{D^2+4t^2}\), it is \(E=(D-s)/2\).

```lean
/-- The lower root of the secular equation of the two-state Hamiltonian. -/
def groundEnergy (D t : ℝ) : ℝ := (D - √(D ^ 2 + 4 * t ^ 2)) / 2
```

The first row of \((H-E)v=0\) reads \(tv_1=Ev_0\), so the candidate state is \((t,E)/\sqrt{t^2+E^2}\).

```lean
/-- The vector `(t, E)` divided by its length, with `E` the lower root of the secular equation. It
is normalized when `t ≠ 0`. -/
def groundVector (D t : ℝ) : Fin 2 → ℝ :=
  ![t / √(t ^ 2 + groundEnergy D t ^ 2), groundEnergy D t / √(t ^ 2 + groundEnergy D t ^ 2)]
```

## The lowest energy is attained

Multiplying out the matrix product gives

\[
v^{T}Hv=2t\,v_0v_1+D\,v_1^2 .
\]

```lean
/-- The quadratic form `energy` written out in the components of `v`. -/
theorem energy_eq (D t : ℝ) (v : Fin 2 → ℝ) :
    energy D t v = 2 * t * v 0 * v 1 + D * v 1 ^ 2 := by
  simp [energy, twoState, Matrix.mulVec, dotProduct, Fin.sum_univ_two]
  ring
```

Since \(2E-D=-s\), squaring gives \(4E^2-4DE+D^2=D^2+4t^2\), which is the secular equation \(E^2=DE+t^2\).

```lean
lemma secular (D t : ℝ) : groundEnergy D t ^ 2 = D * groundEnergy D t + t ^ 2 := by
  have hs : √(D ^ 2 + 4 * t ^ 2) ^ 2 = D ^ 2 + 4 * t ^ 2 := Real.sq_sqrt (by positivity)
  unfold groundEnergy
  linear_combination hs / 4
```

For the lower bound, put \(k=D(v_0^2-v_1^2)-4t\,v_0v_1\). Normalization turns the energy into \((D-k)/2\), so it is enough to show \(k\le s\). This follows from the identity

\[
k^2+\bigl(2D\,v_0v_1+2t(v_0^2-v_1^2)\bigr)^2=(D^2+4t^2)(v_0^2+v_1^2)^2 ,
\]

whose right side is \(s^2\) for a normalized state. In the code `ring` checks the identity, and dropping the second square gives \(k^2\le s^2\).

```lean
/-- No normalized state has an energy below the lower root of the secular equation. -/
theorem groundEnergy_le (D t : ℝ) (v : Fin 2 → ℝ) (hn : v 0 ^ 2 + v 1 ^ 2 = 1) :
    groundEnergy D t ≤ energy D t v := by
  have h : D * (v 0 ^ 2 - v 1 ^ 2) - 4 * t * v 0 * v 1 ≤ √(D ^ 2 + 4 * t ^ 2) := by
    apply Real.le_sqrt_of_sq_le
    -- the two squares add up to the radicand for a normalized state
    have e : (D * (v 0 ^ 2 - v 1 ^ 2) - 4 * t * v 0 * v 1) ^ 2
        + (2 * D * v 0 * v 1 + 2 * t * (v 0 ^ 2 - v 1 ^ 2)) ^ 2
        = (D ^ 2 + 4 * t ^ 2) * (v 0 ^ 2 + v 1 ^ 2) ^ 2 := by ring
    rw [hn, one_pow, mul_one] at e
    linarith [sq_nonneg (2 * D * v 0 * v 1 + 2 * t * (v 0 ^ 2 - v 1 ^ 2))]
  have hD : D * (v 0 ^ 2 + v 1 ^ 2) = D := by rw [hn, mul_one]
  rw [energy_eq]
  unfold groundEnergy
  linarith
```

The candidate state reaches the bound. Its energy is

\[
\frac{2t^2E+DE^2}{t^2+E^2}=E,
\]

because the secular equation gives \(E(t^2+E^2)=E(2t^2+DE)\). The condition \(t\ne0\) keeps the denominator positive.

```lean
lemma groundVector_spec (D : ℝ) {t : ℝ} (ht : t ≠ 0) :
    groundVector D t 0 ^ 2 + groundVector D t 1 ^ 2 = 1 ∧
      energy D t (groundVector D t) = groundEnergy D t := by
  have hE := secular D t
  rw [energy_eq]
  simp only [groundVector, Matrix.cons_val_zero, Matrix.cons_val_one]
  generalize groundEnergy D t = E at *
  have hN : 0 < t ^ 2 + E ^ 2 := by positivity
  have hr : √(t ^ 2 + E ^ 2) ^ 2 = t ^ 2 + E ^ 2 := Real.sq_sqrt hN.le
  constructor
  · rw [div_pow, div_pow, hr, ← add_div, div_self hN.ne']
  · have e : 2 * t * (t / √(t ^ 2 + E ^ 2)) * (E / √(t ^ 2 + E ^ 2))
        + D * (E / √(t ^ 2 + E ^ 2)) ^ 2
        = (2 * t ^ 2 * E + D * E ^ 2) / √(t ^ 2 + E ^ 2) ^ 2 := by ring
    rw [e, hr, div_eq_iff hN.ne']
    linear_combination (-E) * hE
```

Normalized, and with an energy that no normalized state can undercut, the candidate is a ground state. The statements about all ground states at \(t\neq0\) therefore have an instance.

```lean
/-- For nonzero coupling the explicit vector `groundVector` is a ground state. -/
theorem groundVector_isGroundState (D : ℝ) {t : ℝ} (ht : t ≠ 0) :
    IsGroundState D t (groundVector D t) := by
  obtain ⟨h1, h2⟩ := groundVector_spec D ht
  exact ⟨h1, fun w hw => h2.le.trans (groundEnergy_le D t w hw)⟩
```

Any other ground state has energy at most that of the candidate, which is \(E\), and at least \(E\) by the bound. So its energy equals \(E\).

```lean
lemma energy_of_ground {D t : ℝ} (ht : t ≠ 0) {v : Fin 2 → ℝ} (hv : IsGroundState D t v) :
    2 * t * v 0 * v 1 + D * v 1 ^ 2 = groundEnergy D t := by
  obtain ⟨h1, h2⟩ := groundVector_spec D ht
  rw [← energy_eq]
  exact le_antisymm ((hv.2 _ h1).trans h2.le) (groundEnergy_le D t v hv.1)
```

## From minimal energy to the ionic weight

The matrix satisfies \(H^2=DH+t^2\). For a ground state the squared length of the residual is therefore

\[
\|Hv-Ev\|^2=(D-2E)\,v^{T}Hv+t^2+E^2=DE+t^2-E^2=0 .
\]

Both components of the residual vanish, and \(Hv=Ev\). The code writes the squared length of the residual as a sum of two squares, shows with `linear_combination` that the sum is zero, and then treats each component in turn.

```lean
/-- For nonzero coupling every ground state solves the eigenvalue equation with the lower root
of the secular equation. -/
theorem ground_eigenvector {D t : ℝ} (ht : t ≠ 0) {v : Fin 2 → ℝ} (hv : IsGroundState D t v) :
    twoState D t *ᵥ v = groundEnergy D t • v := by
  have he := energy_of_ground ht hv
  have hE := secular D t
  -- the squared norm of the residual vanishes
  have h : (t * v 1 - groundEnergy D t * v 0) ^ 2
      + (t * v 0 + D * v 1 - groundEnergy D t * v 1) ^ 2 = 0 := by
    linear_combination (D - 2 * groundEnergy D t) * he
      + (t ^ 2 + groundEnergy D t ^ 2) * hv.1 - hE
  have h0 : t * v 1 - groundEnergy D t * v 0 = 0 := by
    refine (pow_eq_zero_iff two_ne_zero).1 (le_antisymm ?_ (sq_nonneg _))
    linarith [sq_nonneg (t * v 0 + D * v 1 - groundEnergy D t * v 1)]
  have h1 : t * v 0 + D * v 1 - groundEnergy D t * v 1 = 0 := by
    refine (pow_eq_zero_iff two_ne_zero).1 (le_antisymm ?_ (sq_nonneg _))
    linarith [sq_nonneg (t * v 1 - groundEnergy D t * v 0)]
  funext i
  fin_cases i
  · simp [twoState, Matrix.mulVec, dotProduct, Fin.sum_univ_two]
    linarith
  · simp [twoState, Matrix.mulVec, dotProduct, Fin.sum_univ_two]
    linarith
```

The weight follows from the case of equality in the energy bound. A ground state has \(k=s\), and hence

\[
\bigl(s(v_0^2-v_1^2)-D\bigr)^2+(2s\,v_0v_1+2t)^2=s^2-2sk+s^2=0 .
\]

The first square gives \(v_0^2-v_1^2=D/s\). Combined with \(v_0^2+v_1^2=1\), this yields

\[
v_1^2=\frac12\left(1-\frac{D}{\sqrt{D^2+4t^2}}\right).
\]

```lean
/-- The ionic weight of every ground state at gap `D` and nonzero coupling `t`. -/
theorem ionic_weight {D t : ℝ} (ht : t ≠ 0) {v : Fin 2 → ℝ} (hv : IsGroundState D t v) :
    v 1 ^ 2 = (1 - D / √(D ^ 2 + 4 * t ^ 2)) / 2 := by
  have he := energy_of_ground ht hv
  have hn := hv.1
  unfold groundEnergy at he
  have hs0 : 0 < √(D ^ 2 + 4 * t ^ 2) := Real.sqrt_pos.2 (by positivity)
  have hs : √(D ^ 2 + 4 * t ^ 2) ^ 2 = D ^ 2 + 4 * t ^ 2 := Real.sq_sqrt (by positivity)
  generalize √(D ^ 2 + 4 * t ^ 2) = s at *
  have hk : D * (v 0 ^ 2 - v 1 ^ 2) - 4 * t * v 0 * v 1 = s := by
    linear_combination D * hn - 2 * he
  have hn2 : (v 0 ^ 2 + v 1 ^ 2) ^ 2 = 1 := by rw [hn, one_pow]
  -- equality in the energy bound fixes the population difference
  have h : (s * (v 0 ^ 2 - v 1 ^ 2) - D) ^ 2 + (2 * s * v 0 * v 1 + 2 * t) ^ 2 = 0 := by
    linear_combination s ^ 2 * hn2 - 2 * s * hk - hs
  have hx : s * (v 0 ^ 2 - v 1 ^ 2) - D = 0 := by
    refine (pow_eq_zero_iff two_ne_zero).1 (le_antisymm ?_ (sq_nonneg _))
    linarith [sq_nonneg (2 * s * v 0 * v 1 + 2 * t)]
  have hD : D / s = v 0 ^ 2 - v 1 ^ 2 := by
    rw [div_eq_iff hs0.ne']
    linarith
  rw [hD]
  linarith
```

## The jump at vanishing coupling

For fixed \(D\neq0\), \(\sqrt{D^2+4t^2}\to|D|\) as \(t\to0\), so the weight tends to \(\tfrac12(1-D/|D|)\). In Lean, `v` picks one ground state for each nonzero `t`. The choice may flip sign arbitrarily from one `t` to the next, since only the square enters. The filter `𝓝[≠] 0` lets `t` approach zero from both sides without taking that value.

```lean
lemma weight_tendsto {D : ℝ} (hD : D ≠ 0) (v : ℝ → Fin 2 → ℝ)
    (hv : ∀ t, t ≠ 0 → IsGroundState D t (v t)) :
    Tendsto (fun t => v t 1 ^ 2) (𝓝[≠] 0) (𝓝 ((1 - D / |D|) / 2)) := by
  have hc : Continuous fun t : ℝ => √(D ^ 2 + 4 * t ^ 2) := by fun_prop
  have h : Tendsto (fun t : ℝ => √(D ^ 2 + 4 * t ^ 2)) (𝓝 0) (𝓝 |D|) := by
    have h0 : Tendsto (fun t : ℝ => √(D ^ 2 + 4 * t ^ 2)) (𝓝 0)
        (𝓝 (√(D ^ 2 + 4 * (0 : ℝ) ^ 2))) := hc.tendsto 0
    rwa [show D ^ 2 + 4 * (0 : ℝ) ^ 2 = D ^ 2 by ring, Real.sqrt_sq_eq_abs] at h0
  have hw : Tendsto (fun t : ℝ => (1 - D / √(D ^ 2 + 4 * t ^ 2)) / 2) (𝓝 0)
      (𝓝 ((1 - D / |D|) / 2)) :=
    (tendsto_const_nhds.sub (tendsto_const_nhds.div h (abs_ne_zero.2 hD))).div_const 2
  refine (hw.mono_left nhdsWithin_le_nhds).congr' ?_
  filter_upwards [self_mem_nhdsWithin] with t ht
  exact (ionic_weight ht (hv t ht)).symm
```

The sign of \(D\) is set by the separation. Because \(I-A\) and \(R\) are positive, \(R<1/(I-A)\) is equivalent to \(I-A<1/R\), that is, to \(D<0\). Then \(D/|D|=-1\) and the limit is 1. On the other side \(D>0\), \(D/|D|=1\), and the limit is 0.

```lean
/-- As the coupling vanishes, the ionic weight of the ground state tends to one inside the
radius `1 / (I - A)` and to zero outside it. -/
theorem dissociation_limit {I A R : ℝ} (hIA : A < I) (hR : 0 < R) (v : ℝ → Fin 2 → ℝ)
    (hv : ∀ t, t ≠ 0 → IsGroundState (ionicGap I A R) t (v t)) :
    (R < 1 / (I - A) → Tendsto (fun t => v t 1 ^ 2) (𝓝[≠] 0) (𝓝 1)) ∧
      (1 / (I - A) < R → Tendsto (fun t => v t 1 ^ 2) (𝓝[≠] 0) (𝓝 0)) := by
  have hp : 0 < I - A := sub_pos.2 hIA
  constructor
  · intro h
    -- inside the radius the ion pair lies below the neutral atoms
    have hD : ionicGap I A R < 0 := by
      rw [lt_div_iff₀ hp] at h
      have : I - A < 1 / R := by
        rw [lt_div_iff₀ hR]
        linarith
      unfold ionicGap
      linarith
    have hw := weight_tendsto hD.ne v hv
    rw [abs_of_neg hD, div_neg, div_self hD.ne] at hw
    norm_num at hw
    exact hw
  · intro h
    -- outside the radius the neutral atoms lie lower
    have hD : 0 < ionicGap I A R := by
      rw [div_lt_iff₀ hp] at h
      have : 1 / R < I - A := by
        rw [div_lt_iff₀ hR]
        linarith
      unfold ionicGap
      linarith
    have hw := weight_tendsto hD.ne' v hv
    rw [abs_of_pos hD, div_self hD.ne', sub_self, zero_div] at hw
    exact hw
```

At nonzero coupling the weight varies smoothly with \(R\), and the two configurations have equal weight at the same radius: \(v_1^2=\tfrac12\) holds exactly when \(D=0\), which means \(R=1/(I-A)\).

```lean
/-- At nonzero coupling the ground state is half ionic exactly at the separation
`1 / (I - A)`. -/
theorem half_ionic_iff {I A R t : ℝ} (hIA : A < I) (hR : 0 < R) (ht : t ≠ 0)
    {v : Fin 2 → ℝ} (hv : IsGroundState (ionicGap I A R) t v) :
    v 1 ^ 2 = 1 / 2 ↔ R = 1 / (I - A) := by
  have hg : ionicGap I A R = 0 ↔ R = 1 / (I - A) := by
    unfold ionicGap
    rw [sub_eq_zero, eq_div_iff hR.ne', eq_div_iff (sub_pos.2 hIA).ne', mul_comm]
  rw [← hg, ionic_weight ht hv]
  have hs : 0 < √(ionicGap I A R ^ 2 + 4 * t ^ 2) := Real.sqrt_pos.2 (by positivity)
  constructor
  · intro h
    have h0 : ionicGap I A R / √(ionicGap I A R ^ 2 + 4 * t ^ 2) = 0 := by linarith
    exact (div_eq_zero_iff.1 h0).resolve_right hs.ne'
  · intro h
    rw [h, zero_div, sub_zero]

end

end IonicNeutralDissociation
```

```lean
#print axioms IonicNeutralDissociation.groundVector_isGroundState
-- 'IonicNeutralDissociation.groundVector_isGroundState' depends on axioms: [propext, Classical.choice, Quot.sound]
#print axioms IonicNeutralDissociation.ground_eigenvector
-- 'IonicNeutralDissociation.ground_eigenvector' depends on axioms: [propext, Classical.choice, Quot.sound]
#print axioms IonicNeutralDissociation.dissociation_limit
-- 'IonicNeutralDissociation.dissociation_limit' depends on axioms: [propext, Classical.choice, Quot.sound]
#print axioms IonicNeutralDissociation.half_ionic_iff
-- 'IonicNeutralDissociation.half_ionic_iff' depends on axioms: [propext, Classical.choice, Quot.sound]
```

## Numbers for a crossing at 4 bohr

Take \(I-A=0.25\) hartree, so that the crossing radius is 4 bohr, and \(t=0.1\) hartree.

- At \(R=10\) bohr, \(D=0.15\), \(s=\sqrt{0.0225+0.04}=0.25\) and \(E=-0.05\). The ground state is \((2,-1)/\sqrt5\), with ionic weight \(\tfrac12(1-0.6)=0.2\).
- At \(R=2.5\) bohr, \(D=-0.15\), \(s=0.25\) and \(E=-0.2\). The ground state is \((1,-2)/\sqrt5\), with ionic weight 0.8.

Reducing the coupling to \(t=0.01\) hartree changes these weights to about 0.004 and 0.996.

## Separation and coupling as independent parameters

The limit in `dissociation_limit` is \(t\to0\) at fixed \(R\), with \(t\) as a free parameter. Despite the name, it is not the limit \(R\to\infty\). In a molecule the coupling itself decays as the atoms separate, and no such dependence is modelled here. If \(t\to0\) as \(R\to\infty\), then \(D\to I-A>0\), and the weight formula gives an ionic weight that tends to 0. For a molecule described by this model, a fractional charge transfer that a ground-state calculation retains in the limit of infinite separation is therefore an error of the method.
